# Linearity of weighted sums over the levels of a logarithmically discretized band

A band of half-bandwidth D is replaced by pairs of levels ±c qⁿ, with c = D(1 + q)/2 and weight (1 − q)qⁿ/2 on each level. The lemma says that if the weighted sums of real functions f and g over these levels converge to v and w, then the weighted sum of h = f − a g converges to v − a w. D, q and a are any real numbers here; the weights add up to 1 when |q| < 1, but the lemma does not assume this. The attempt subtracts a times the sum for g from the sum for f, and uses `convert` to match the result with the sum for h.

The failing Lean file:

```lean
import Mathlib

open Filter Topology

namespace WilsonChain

noncomputable section

/-- The largest level energy `c = D (1 + q) / 2` for half-bandwidth `D`. -/
def bandTop (D q : ℝ) : ℝ := D * (1 + q) / 2

/-- The positive level `c q^n` of the discretized band. -/
def level (D q : ℝ) (n : ℕ) : ℝ := bandTop D q * q ^ n

/-- The weight `(1 - q) q^n / 2` of each of the two levels `± c q^n`. -/
def weight (q : ℝ) (n : ℕ) : ℝ := (1 - q) * q ^ n / 2

/-- The average of `f` over the weighted levels `± c q^n` converges and equals `v`. -/
def StarAverage (D q : ℝ) (f : ℝ → ℝ) (v : ℝ) : Prop :=
  HasSum (fun n => weight q n * (f (level D q n) + f (-level D q n))) v

variable {q : ℝ} (D : ℝ)

/-- Averages over the levels are linear. -/
theorem average_sub {f g h : ℝ → ℝ} {u v w : ℝ} (a : ℝ) (hf : StarAverage D q f v)
    (hg : StarAverage D q g w) (hh : ∀ x, h x = f x - a * g x) (hu : u = v - a * w) :
    StarAverage D q h u := by
  unfold StarAverage at *
  rw [hu]
  convert hf.sub (hg.mul_left a) using 1
  funext n
  change _ = weight q n * (f (level D q n) + f (-level D q n)) -
    a * (weight q n * (g (level D q n) + g (-level D q n)))
  rw [hh, hh]
  ring

end

end WilsonChain
```

Messages:

```
Main.lean:31:2: error: Tactic `apply` failed: could not unify the conclusion of `@funext`
  ?f = ?g
with the goal
  Real.instAddCommMonoid = Real.instAddCommGroup.toAddCommMonoid

Note: The full type of `@funext` is
  ∀ {α : Sort ?u.44} {β : α → Sort ?u.43} {f g : (x : α) → β x}, (∀ (x : α), f x = g x) → f = g

case e'_3
q D : ℝ
f g h : ℝ → ℝ
u v w a : ℝ
hf : HasSum (fun n => weight q n * (f (level D q n) + f (-level D q n))) v
hg : HasSum (fun n => weight q n * (g (level D q n) + g (-level D q n))) w
hh : ∀ (x : ℝ), h x = f x - a * g x
hu : u = v - a * w
⊢ Real.instAddCommMonoid = Real.instAddCommGroup.toAddCommMonoid
```

Diagnosis. The message says that `funext`, which proves two functions equal, was applied to an equality between two additive structures on ℝ. That goal came from `convert ... using 1`. `HasSum` carries an `AddCommMonoid` instance as a hidden argument. In the goal it is `Real.instAddCommMonoid`, while `hf.sub`, a lemma about additive groups, gets it from `Real.instAddCommGroup`. The two are equal by definition, but `convert` compared the statements argument by argument, did not close this equality itself, and left it as the goal that `funext` then met.

The repair proves the equality of the summands separately, as `e`, so `funext` now has two functions to work on. The algebra is the same as before: `rw [hh, hh]`, then `ring`. After `rw [hu, e]` the goal has the form that `hf.sub (hg.mul_left a)` proves, and `exact` accepts it because it checks the two instances by unfolding definitions, with no separate goal for them.

Lean accepts the file once it reads:

```diff
@@ -27,11 +27,12 @@
     StarAverage D q h u := by
   unfold StarAverage at *
-  rw [hu]
-  convert hf.sub (hg.mul_left a) using 1
-  funext n
-  change _ = weight q n * (f (level D q n) + f (-level D q n)) -
-    a * (weight q n * (g (level D q n) + g (-level D q n)))
-  rw [hh, hh]
-  ring
+  have e : (fun n => weight q n * (h (level D q n) + h (-level D q n))) =
+      fun n => weight q n * (f (level D q n) + f (-level D q n)) -
+        a * (weight q n * (g (level D q n) + g (-level D q n))) := by
+    funext n
+    rw [hh, hh]
+    ring
+  rw [hu, e]
+  exact hf.sub (hg.mul_left a)
 
 end
```
